# In a cosine band, two-electron collisions that conserve crystal momentum and energy have total momentum π or leave the momentum pair unchanged

Two electrons in a chain with band energy $\varepsilon(k)=-2t\cos k$, $t\neq 0$, collide and go from wave numbers $(k_1,k_2)$ to $(k_3,k_4)$. If total crystal momentum is conserved modulo $2\pi$, then energy is conserved if and only if $k_1+k_2$ equals $\pi$ modulo $2\pi$, or the outgoing pair equals the incoming pair modulo $2\pi$ up to order. Among the collisions that conserve both, the total velocity is conserved exactly when the pair is unchanged.

The physical question is how collisions between electrons can change an electric current. For free electrons the velocity is proportional to the momentum, so a collision that conserves momentum also conserves the current. In a band this proportionality is lost, and one has to ask which collisions the conservation laws still allow.

## The band and its crystal momenta

```lean
import Mathlib

open scoped Real

namespace TightBindingCollisions

noncomputable section
```

After these lines, `π` stands for the real number $\pi$. All wave numbers below are real numbers, written `ℝ`.

```lean
/-- Band energy of the nearest-neighbour chain with hopping `t` and unit lattice constant. -/
def energy (t k : ℝ) : ℝ := -2 * t * Real.cos k
```

This is $\varepsilon(k)=-2t\cos k$. The letter $t$ is the hopping amplitude between neighbouring sites, not time, and the lattice constant is 1, so $k$ is dimensionless. With the minus sign, positive $t$ puts the bottom of the band at $k=0$. Lean writes function application without brackets: `energy t k` is the energy at hopping $t$ and wave number $k$.

```lean
/-- Group velocity of an electron in the chain, in units where `ħ = 1`. -/
def velocity (t k : ℝ) : ℝ := 2 * t * Real.sin k
```

This is $v(k)=2t\sin k$, in units with $\hbar=1$. So far it is only a formula with a name; its link to the band energy is proved below.

```lean
/-- Two wave numbers are the same crystal momentum if they differ by a reciprocal lattice
vector, an integer multiple of `2π`. -/
def SameMomentum (p q : ℝ) : Prop := ∃ n : ℤ, p - q = 2 * π * n
```

A `Prop` is a statement, which may be true or false. This one says that some integer $n$ gives $p-q=2\pi n$, or $p\equiv q$ for short. Wave numbers are not folded into a Brillouin zone; two that differ by a reciprocal lattice vector simply count as the same momentum.

```lean
/-- The pairs `(k₁, k₂)` and `(k₃, k₄)` hold the same crystal momenta, up to order. -/
def SamePair (k₁ k₂ k₃ k₄ : ℝ) : Prop :=
  (SameMomentum k₁ k₃ ∧ SameMomentum k₂ k₄) ∨ (SameMomentum k₁ k₄ ∧ SameMomentum k₂ k₃)
```

Here `∧` is "and", `∨` is "or". The pair is unchanged if $k_1\equiv k_3$ and $k_2\equiv k_4$, or if $k_1\equiv k_4$ and $k_2\equiv k_3$. Spin does not appear, so an exchange of the two momenta counts as no change.

```lean
/-- The group velocity is the derivative of the band energy with respect to wave number. -/
theorem hasDerivAt_energy (t k : ℝ) : HasDerivAt (energy t) (velocity t k) k := by
  have h := (Real.hasDerivAt_cos k).const_mul (-2 * t)
  exact h.congr_deriv (by unfold velocity; ring)
```

`HasDerivAt f d x` says that the function $f$ has derivative $d$ at the point $x$. The theorem is therefore
$$\frac{d}{dk}(-2t\cos k)=2t\sin k ,$$
which makes `velocity` the group velocity of the band. The proof takes Mathlib's derivative of the cosine and multiplies it by the constant $-2t$.

## Two mismatches with common factors

```lean
/-- If total crystal momentum is conserved, the energy mismatch of a two-electron collision
is a product of three factors: one of the total momentum and two of the momentum transfers. -/
theorem energy_mismatch (t : ℝ) {k₁ k₂ k₃ k₄ : ℝ} (h : SameMomentum (k₁ + k₂) (k₃ + k₄)) :
    energy t k₁ + energy t k₂ - (energy t k₃ + energy t k₄) =
      -8 * t * (Real.cos ((k₁ + k₂) / 2) *
        (Real.sin ((k₁ - k₃) / 2) * Real.sin ((k₂ - k₃) / 2))) := by
  obtain ⟨n, hn⟩ := h
  have key : ∀ m a b : ℝ, Real.cos (m + (a - b)) + Real.cos (m - (a - b))
      - Real.cos (m - (a + b)) - Real.cos (m + (a + b))
      = 4 * Real.cos m * Real.sin a * Real.sin b := by
    intro m a b
    simp only [Real.cos_add, Real.cos_sub, Real.sin_add, Real.sin_sub]
    ring
  have e := key ((k₁ + k₂) / 2) ((k₁ - k₃) / 2) ((k₂ - k₃) / 2)
  -- the four arguments are the four momenta, the last one up to a reciprocal lattice vector
  rw [show (k₁ + k₂) / 2 + ((k₁ - k₃) / 2 - (k₂ - k₃) / 2) = k₁ by ring,
    show (k₁ + k₂) / 2 - ((k₁ - k₃) / 2 - (k₂ - k₃) / 2) = k₂ by ring,
    show (k₁ + k₂) / 2 - ((k₁ - k₃) / 2 + (k₂ - k₃) / 2) = k₃ by ring,
    show (k₁ + k₂) / 2 + ((k₁ - k₃) / 2 + (k₂ - k₃) / 2) = k₄ + n * (2 * π) by
      linear_combination hn,
    Real.cos_add_int_mul_two_pi] at e
  unfold energy
  linear_combination (-2 * t) * e
```

The hypothesis `h` is conservation of crystal momentum, $k_1+k_2-k_3-k_4=2\pi n$ for some integer $n$. With $K=k_1+k_2$, the conclusion reads
$$\varepsilon(k_1)+\varepsilon(k_2)-\varepsilon(k_3)-\varepsilon(k_4)=-8t\,\cos\frac K2\,\sin\frac{k_1-k_3}2\,\sin\frac{k_2-k_3}2 .$$

To derive it, take any $m,a,b$. The addition formulas give
$$\cos(m+(a-b))+\cos(m-(a-b))=2\cos m\cos(a-b),$$
$$\cos(m-(a+b))+\cos(m+(a+b))=2\cos m\cos(a+b).$$
Since $\cos(a-b)-\cos(a+b)=2\sin a\sin b$, the first line minus the second is $4\cos m\sin a\sin b$. This is the statement `key`.

Now set $m=K/2$, $a=(k_1-k_3)/2$ and $b=(k_2-k_3)/2$. Then $a-b=(k_1-k_2)/2$ and $a+b=K/2-k_3$, so the four arguments are
$$m+(a-b)=k_1,\quad m-(a-b)=k_2,\quad m-(a+b)=k_3,\quad m+(a+b)=K-k_3=k_4+2\pi n .$$
The cosine ignores the $2\pi n$. Hence $\cos k_1+\cos k_2-\cos k_3-\cos k_4$ is the product above with prefactor 4, and multiplication by $-2t$ gives the theorem.

In the proof, `obtain` extracts the integer $n$ from `h`, and `rw` replaces the four arguments by the momenta. The last line uses `linear_combination`, which proves an equation by multiplying known equations by the stated coefficients and adding them. Here it multiplies the identity `e` by $-2t$.

```lean
/-- If total crystal momentum is conserved, the change of total velocity has the same two
transfer factors as the energy mismatch, with a sine of half the total momentum. -/
theorem velocity_mismatch (t : ℝ) {k₁ k₂ k₃ k₄ : ℝ} (h : SameMomentum (k₁ + k₂) (k₃ + k₄)) :
    velocity t k₁ + velocity t k₂ - (velocity t k₃ + velocity t k₄) =
      8 * t * (Real.sin ((k₁ + k₂) / 2) *
        (Real.sin ((k₁ - k₃) / 2) * Real.sin ((k₂ - k₃) / 2))) := by
  obtain ⟨n, hn⟩ := h
  have key : ∀ m a b : ℝ, Real.sin (m + (a - b)) + Real.sin (m - (a - b))
      - Real.sin (m - (a + b)) - Real.sin (m + (a + b))
      = 4 * Real.sin m * Real.sin a * Real.sin b := by
    intro m a b
    simp only [Real.cos_add, Real.cos_sub, Real.sin_add, Real.sin_sub]
    ring
  have e := key ((k₁ + k₂) / 2) ((k₁ - k₃) / 2) ((k₂ - k₃) / 2)
  rw [show (k₁ + k₂) / 2 + ((k₁ - k₃) / 2 - (k₂ - k₃) / 2) = k₁ by ring,
    show (k₁ + k₂) / 2 - ((k₁ - k₃) / 2 - (k₂ - k₃) / 2) = k₂ by ring,
    show (k₁ + k₂) / 2 - ((k₁ - k₃) / 2 + (k₂ - k₃) / 2) = k₃ by ring,
    show (k₁ + k₂) / 2 + ((k₁ - k₃) / 2 + (k₂ - k₃) / 2) = k₄ + n * (2 * π) by
      linear_combination hn,
    Real.sin_add_int_mul_two_pi] at e
  unfold velocity
  linear_combination (2 * t) * e
```

The velocities obey
$$v(k_1)+v(k_2)-v(k_3)-v(k_4)=8t\,\sin\frac K2\,\sin\frac{k_1-k_3}2\,\sin\frac{k_2-k_3}2 .$$
The derivation has the same form. From $\sin(m+x)+\sin(m-x)=2\sin m\cos x$, used at $x=a-b$ and $x=a+b$, one finds
$$2\sin m\,[\cos(a-b)-\cos(a+b)]=4\sin m\sin a\sin b .$$
The same choice of $m,a,b$ and multiplication by $2t$ complete it. The two mismatches differ only in sign and in having $\sin(K/2)$ in place of $\cos(K/2)$.

## Where the factors vanish

```lean
/-- The sine of half a momentum transfer vanishes exactly when the transfer is a reciprocal
lattice vector. -/
theorem sin_half_eq_zero_iff (p q : ℝ) : Real.sin ((p - q) / 2) = 0 ↔ SameMomentum p q := by
  rw [Real.sin_eq_zero_iff]
  constructor
  · rintro ⟨n, hn⟩
    exact ⟨n, by linear_combination (-2) * hn⟩
  · rintro ⟨n, hn⟩
    exact ⟨n, by linear_combination (-1 / 2) * hn⟩
```

The sign `↔` means "if and only if". A sine vanishes exactly at integer multiples of $\pi$, so $\sin((p-q)/2)=0$ means $(p-q)/2=n\pi$, which is $p-q=2\pi n$. The two bullets in the proof are the two directions, each using the same integer.

```lean
/-- The cosine of half the total momentum vanishes exactly when the total is `π` modulo `2π`. -/
theorem cos_half_eq_zero_iff (K : ℝ) : Real.cos (K / 2) = 0 ↔ SameMomentum K π := by
  rw [Real.cos_eq_zero_iff]
  constructor
  · rintro ⟨n, hn⟩
    exact ⟨n, by linear_combination 2 * hn⟩
  · rintro ⟨n, hn⟩
    exact ⟨n, by linear_combination (1 / 2) * hn⟩
```

A cosine vanishes exactly at odd multiples of $\pi/2$. Thus $\cos(K/2)=0$ means $K/2=(2n+1)\pi/2$, or $K-\pi=2\pi n$.

```lean
/-- If total crystal momentum is conserved, the pair of momenta is unchanged up to order exactly
when the product of the sines of half of `k₁ - k₃` and half of `k₂ - k₃` vanishes. -/
theorem samePair_iff {k₁ k₂ k₃ k₄ : ℝ} (h : SameMomentum (k₁ + k₂) (k₃ + k₄)) :
    SamePair k₁ k₂ k₃ k₄ ↔ Real.sin ((k₁ - k₃) / 2) * Real.sin ((k₂ - k₃) / 2) = 0 := by
  rw [mul_eq_zero, sin_half_eq_zero_iff, sin_half_eq_zero_iff]
  obtain ⟨n, hn⟩ := h
  constructor
  · rintro (⟨h₁, _⟩ | ⟨_, h₂⟩)
    · exact Or.inl h₁
    · exact Or.inr h₂
  · -- once one electron is matched, momentum conservation matches the other
    rintro (⟨m, hm⟩ | ⟨m, hm⟩)
    · exact Or.inl ⟨⟨m, hm⟩, ⟨n - m, by push_cast; linear_combination hn - hm⟩⟩
    · exact Or.inr ⟨⟨n - m, by push_cast; linear_combination hn - hm⟩, ⟨m, hm⟩⟩
```

Given momentum conservation, the pair is unchanged exactly when
$$\sin\frac{k_1-k_3}2\,\sin\frac{k_2-k_3}2=0 .$$

If the pair is unchanged, then $k_1\equiv k_3$ or $k_2\equiv k_3$, and one of the sines vanishes. Conversely, suppose the first sine vanishes, so $k_1-k_3=2\pi m$ for an integer $m$. Subtracting this from $k_1+k_2-k_3-k_4=2\pi n$ leaves $k_2-k_4=2\pi(n-m)$, and the second electron is matched as well. If the second sine vanishes, then $k_2-k_3=2\pi m$, and the same subtraction gives $k_1-k_4=2\pi(n-m)$. The integer `n - m` stands in the proof in just this role.

## Which collisions conserve energy, and which keep the velocity

```lean
/-- For nonzero hopping, a two-electron collision that conserves total crystal momentum also
conserves energy if and only if the total momentum is `π` modulo `2π` or the pair of momenta
is unchanged up to order. -/
theorem energy_conserved_iff {t k₁ k₂ k₃ k₄ : ℝ} (ht : t ≠ 0)
    (h : SameMomentum (k₁ + k₂) (k₃ + k₄)) :
    energy t k₁ + energy t k₂ = energy t k₃ + energy t k₄ ↔
      SameMomentum (k₁ + k₂) π ∨ SamePair k₁ k₂ k₃ k₄ := by
  have hm := energy_mismatch t h
  rw [samePair_iff h, ← cos_half_eq_zero_iff (k₁ + k₂), ← mul_eq_zero]
  constructor
  · intro hE
    refine (mul_eq_zero.mp ?_).resolve_left ht
    linear_combination (1 / 8) * hm - (1 / 8) * hE
  · intro hz
    linear_combination hm - 8 * t * hz
```

The hypotheses are $t\neq0$ and conservation of crystal momentum. The conclusion is
$$\varepsilon(k_1)+\varepsilon(k_2)=\varepsilon(k_3)+\varepsilon(k_4)\iff K\equiv\pi\ \text{ or the pair is unchanged.}$$
Dividing the energy equation by $-2t$ turns it into $\cos k_1+\cos k_2=\cos k_3+\cos k_4$.

By the factorised mismatch, energy is conserved exactly when $t$ times the cosine and the two sines is zero. As $t\neq0$, either $\cos(K/2)=0$, which is $K\equiv\pi$, or the product of the sines is zero, which is an unchanged pair. In Lean, `rw` first rewrites the right-hand side as the vanishing of the cosine times the two sines. In the direction from energy conservation to this statement, `resolve_left ht` removes the factor $t$.

The case $K\equiv\pi$ has a simple meaning: $k_2\equiv\pi-k_1$ gives $\cos k_2=-\cos k_1$, so every such pair has total energy zero, measured from the band centre. If $t=0$ the band is flat and energy is always conserved, even in $(0,0)\to(1,-1)$, which satisfies neither alternative.

```lean
/-- For nonzero hopping, a collision that conserves total crystal momentum and energy conserves
the total velocity if and only if the pair of momenta is unchanged up to order. -/
theorem velocity_conserved_iff {t k₁ k₂ k₃ k₄ : ℝ} (ht : t ≠ 0)
    (h : SameMomentum (k₁ + k₂) (k₃ + k₄))
    (hE : energy t k₁ + energy t k₂ = energy t k₃ + energy t k₄) :
    velocity t k₁ + velocity t k₂ = velocity t k₃ + velocity t k₄ ↔
      SamePair k₁ k₂ k₃ k₄ := by
  have hv := velocity_mismatch t h
  constructor
  · intro hV
    rcases (energy_conserved_iff ht h).mp hE with hK | hP
    · -- here the cosine of half the total momentum is zero, so the sine is not
      have hc := (cos_half_eq_zero_iff (k₁ + k₂)).mpr hK
      have hs : Real.sin ((k₁ + k₂) / 2) ≠ 0 := by
        intro hs
        have h1 := Real.sin_sq_add_cos_sq ((k₁ + k₂) / 2)
        rw [hs, hc] at h1
        norm_num at h1
      rw [samePair_iff h]
      refine (mul_eq_zero.mp ((mul_eq_zero.mp ?_).resolve_left ht)).resolve_left hs
      linear_combination (1 / 8) * hV - (1 / 8) * hv
    · exact hP
  · intro hP
    have hz := (samePair_iff h).mp hP
    linear_combination hv + 8 * t * Real.sin ((k₁ + k₂) / 2) * hz
```

Energy conservation is now a further hypothesis, `hE`. The conclusion is that the total velocity is conserved if and only if the pair is unchanged.

Suppose the total velocity is conserved. By the previous theorem, either the pair is unchanged, and there is nothing left to show, or $K\equiv\pi$. In the second case $\cos(K/2)=0$, so $\sin^2(K/2)=1$ and $\sin(K/2)\neq0$. The velocity mismatch is zero, and dividing out $8t\sin(K/2)$ leaves a vanishing product of the two sines: the pair is unchanged after all. Conversely, an unchanged pair makes that product zero, and with it the velocity mismatch.

The `rcases` line splits the proof into these two cases. The hypothesis `hE` does real work, since $(0,0)\to(1,-1)$ keeps the total velocity at zero while the pair changes.

For a Boltzmann description of this single-band, nearest-neighbour chain, it follows that two-electron collisions can change the current only if their total momentum is $\pi$ modulo $2\pi$. To carry this over to a real chain, one has to assume at least that its band has the cosine form and that a collision conserves the sum of the two band energies, as it does when the interaction is weak enough to be treated as scattering between band states.

## A collision that stops the pair and one that reverses it

```lean
/-- The collision `(π/2, π/2) → (0, π)` conserves the sum of wave numbers and the energy, and
takes the total velocity from `4t` to zero. -/
theorem stopping_collision (t : ℝ) :
    π / 2 + π / 2 = 0 + π ∧
    energy t (π / 2) + energy t (π / 2) = energy t 0 + energy t π ∧
    velocity t (π / 2) + velocity t (π / 2) = 4 * t ∧
    velocity t 0 + velocity t π = 0 := by
  unfold energy velocity
  rw [Real.cos_pi_div_two, Real.sin_pi_div_two, Real.cos_zero, Real.sin_zero,
    Real.cos_pi, Real.sin_pi]
  refine ⟨by ring, by ring, by ring, by ring⟩
```

The theorem joins four statements about $(\pi/2,\pi/2)\to(0,\pi)$. The wave numbers add up to $\pi$ before and after, the energies agree, the total velocity is $4t$ before, and it is $0$ after. In terms of sines, $\sin k_1+\sin k_2$ drops from 2 to 0.

By hand, the total energy is zero before and after because $\cos(\pi/2)=0$ and $\cos0+\cos\pi=0$, and the velocities follow from $\sin(\pi/2)=1$ and $\sin0=\sin\pi=0$. The proof inserts these values and lets `ring` do the arithmetic. Two electrons that share the wave number $\pi/2$ must have opposite spins.

No reciprocal lattice vector is transferred here. With wave numbers taken from $(-\pi,\pi]$ this is a normal process, not an umklapp process, and for $t\neq0$ it still changes the current.

```lean
/-- The collision `(π/2, π/2) → (-π/2, -π/2)` transfers the reciprocal lattice vector `2π`,
conserves the energy and reverses the total velocity from `4t` to `-4t`. -/
theorem reversing_collision (t : ℝ) :
    (π / 2 + π / 2) - (-(π / 2) + -(π / 2)) = 2 * π ∧
    energy t (π / 2) + energy t (π / 2) = energy t (-(π / 2)) + energy t (-(π / 2)) ∧
    velocity t (π / 2) + velocity t (π / 2) = 4 * t ∧
    velocity t (-(π / 2)) + velocity t (-(π / 2)) = -(4 * t) := by
  unfold energy velocity
  rw [Real.cos_neg, Real.sin_neg, Real.cos_pi_div_two, Real.sin_pi_div_two]
  refine ⟨by ring, by ring, by ring, by ring⟩

end

end TightBindingCollisions
```

In $(\pi/2,\pi/2)\to(-\pi/2,-\pi/2)$ the sum of wave numbers goes from $\pi$ to $-\pi$. The difference is $2\pi$, one reciprocal lattice vector, so this is an umklapp process. All four energies are zero because $\cos(\pm\pi/2)=0$, while $\sin(-\pi/2)=-1$ turns the total velocity from $4t$ into $-4t$. The points $\pm\pi/2$ are the Fermi points of the half-filled non-interacting chain, so for $t>0$ the collision turns two right-movers at the Fermi energy into two left-movers.

```lean
#print axioms TightBindingCollisions.energy_conserved_iff
-- 'TightBindingCollisions.energy_conserved_iff' depends on axioms: [propext, Classical.choice, Quot.sound]
#print axioms TightBindingCollisions.velocity_conserved_iff
-- 'TightBindingCollisions.velocity_conserved_iff' depends on axioms: [propext, Classical.choice, Quot.sound]
#print axioms TightBindingCollisions.stopping_collision
-- 'TightBindingCollisions.stopping_collision' depends on axioms: [propext, Classical.choice, Quot.sound]
#print axioms TightBindingCollisions.reversing_collision
-- 'TightBindingCollisions.reversing_collision' depends on axioms: [propext, Classical.choice, Quot.sound]
```
